# Two-point variance extrapolation falls below the ground energy for small, unequal admixtures of one excited level

## Reading an energy off at zero variance

In variational Monte Carlo one often computes the energy and its variance for several trial states, fits a straight line and takes the value at zero variance as an estimate of the ground energy. An exact eigenstate has zero variance, which motivates the fit. Apart from sampling noise, each trial energy is an upper bound on the ground energy. The intercept need not be one: for two noise-free trial states that mix the ground state with a single excited level, it lies strictly below the ground energy whenever the excited level's weights in the two states are positive, unequal and sum to less than 1.

## Energy and variance of a mixture

Let g be a normalised ground state of H with energy E, and e an orthogonal normalised eigenstate with energy E + D. The gap D > 0 is often written Δ. A trial state is

ψ = a g + b e, with |a|² = 1 − x and |b|² = x.

Since Hψ = aE g + b(E + D) e, its energy is

⟨H⟩ = (1 − x)E + x(E + D) = E + Dx.

The residual vector is

(H − ⟨H⟩)ψ = −Dx a g + D(1 − x) b e,

and its squared norm is the variance:

D²x²(1 − x) + D²(1 − x)²x = D²x(1 − x).

The phases of a and b play no role.

## The line through two trial states

Let a second state φ have weight y, with 0 < x < y and x + y < 1. A line with intercept c and slope m through both points satisfies

E + Dx = c + m D²x(1 − x)
E + Dy = c + m D²y(1 − y).

Because y(1 − y) − x(1 − x) = (y − x)(1 − x − y), subtraction gives

D(y − x) = m D²(y − x)(1 − x − y), so m = 1/(D(1 − x − y)).

Inserting this into the first equation,

c = E + Dx − Dx(1 − x)/(1 − x − y) = E − Dxy/(1 − x − y).

The subtracted term is positive, so c < E. The intercept is still closer to E than the better trial energy E + Dx exactly when Dxy/(1 − x − y) < Dx, that is, when x + 2y < 1.

## Two numerical cases

Take E = 0, D = 1, x = 0.1, y = 0.2. The (variance, energy) points are (0.09, 0.1) and (0.16, 0.2). The slope is 10/7 and the intercept is 0.1 − 0.9/7 = −1/35 ≈ −0.029. This is too low, but closer to 0 than the better trial energy 0.1.

Now take x = 0.4, y = 0.8. The points are (0.24, 0.4) and (0.16, 0.8), the slope is −5 and the intercept is 1.6, above even the excited level. So 0 < x < y < 1 alone does not place the intercept below E.

## Hamiltonian, trial states and fit in Lean

`V` is a complex inner product space of any dimension, and `H` is a linear map defined on all of it. `energy` is the real part of ⟨ψ, Hψ⟩, and `variance` is the squared norm of the residual vector; both are meant for normalised states. `LevelPair` collects the assumptions on g and e, including that no normalised state has energy below E. `IsMixture` fixes the weights and leaves the phases free. `IsFitLine` states the two point equations.

The main theorem, `intercept_lt_ground`, says that for D > 0, 0 < x < y and x + y < 1 any such line has the intercept derived above, and that this intercept lies below E. The model is simpler than a real calculation in several ways: the whole error of each trial state sits in one excited level, the expectation values are free of sampling noise, the line is drawn through just two points, and `H` is defined on the whole space, unlike the usual unbounded Hamiltonians on their full Hilbert space.

```lean
import Mathlib

open scoped ComplexConjugate

namespace VarianceExtrapolation

noncomputable section

variable {V : Type*} [NormedAddCommGroup V] [InnerProductSpace ℂ V]

/-- The energy expectation value of a normalised state `ψ`. -/
def energy (H : V →ₗ[ℂ] V) (ψ : V) : ℝ := (inner ℂ ψ (H ψ)).re

/-- The energy variance of a normalised state `ψ`: the squared norm of `(H - ⟨H⟩) ψ`. -/
def variance (H : V →ₗ[ℂ] V) (ψ : V) : ℝ := ‖H ψ - (energy H ψ : ℂ) • ψ‖ ^ 2

/-- `g` is a normalised ground state of energy `E`, and `e` is a normalised eigenstate of
energy `E + D` orthogonal to `g`. -/
structure LevelPair (H : V →ₗ[ℂ] V) (g e : V) (E D : ℝ) : Prop where
  norm_g : ‖g‖ = 1
  norm_e : ‖e‖ = 1
  orth : inner ℂ g e = 0
  eig_g : H g = (E : ℂ) • g
  eig_e : H e = ((E + D : ℝ) : ℂ) • e
  ground : ∀ χ : V, ‖χ‖ = 1 → E ≤ energy H χ

/-- `ψ` is a superposition of `g` and `e` with weight `x` on `e` and `1 - x` on `g`. -/
def IsMixture (g e : V) (x : ℝ) (ψ : V) : Prop :=
  ∃ a b : ℂ, ψ = a • g + b • e ∧ ‖a‖ ^ 2 = 1 - x ∧ ‖b‖ ^ 2 = x

/-- The line `energy = c + m * variance` passes through the points of both `ψ` and `φ`. -/
def IsFitLine (H : V →ₗ[ℂ] V) (ψ φ : V) (c m : ℝ) : Prop :=
  energy H ψ = c + m * variance H ψ ∧ energy H φ = c + m * variance H φ

variable {H : V →ₗ[ℂ] V} {g e ψ φ : V} {E D x y c m : ℝ}

/-- The overlap of two superpositions of the two levels is the sum of the products of their
amplitudes, the first one conjugated. -/
theorem inner_superposition (h : LevelPair H g e E D) (a b p q : ℂ) :
    inner ℂ (a • g + b • e) (p • g + q • e) = conj a * p + conj b * q := by
  have hgg : inner ℂ g g = (1 : ℂ) := by
    rw [inner_self_eq_norm_sq_to_K, h.norm_g]; simp
  have hee : inner ℂ e e = (1 : ℂ) := by
    rw [inner_self_eq_norm_sq_to_K, h.norm_e]; simp
  have heg : inner ℂ e g = (0 : ℂ) := by
    rw [← inner_conj_symm, h.orth, map_zero]
  simp only [inner_add_left, inner_add_right, inner_smul_left, inner_smul_right,
    hgg, hee, heg, h.orth]
  ring

/-- A trial state with weight `x` on the excited level has energy `E + D x`. -/
theorem energy_mixture (h : LevelPair H g e E D) (hψ : IsMixture g e x ψ) :
    energy H ψ = E + D * x := by
  obtain ⟨a, b, rfl, ha, hb⟩ := hψ
  have key : conj a * (a * (E : ℂ)) + conj b * (b * ((E + D : ℝ) : ℂ))
      = ((‖a‖ ^ 2 * E + ‖b‖ ^ 2 * (E + D) : ℝ) : ℂ) := by
    push_cast
    rw [← Complex.conj_mul' a, ← Complex.conj_mul' b]
    ring
  rw [energy, map_add, map_smul, map_smul, h.eig_g, h.eig_e, smul_smul, smul_smul,
    inner_superposition h, key, Complex.ofReal_re, ha, hb]
  ring

/-- A trial state with weight `x` on the excited level has variance `D² x (1 - x)`. -/
theorem variance_mixture (h : LevelPair H g e E D) (hψ : IsMixture g e x ψ) :
    variance H ψ = D ^ 2 * x * (1 - x) := by
  have hE := energy_mixture h hψ
  obtain ⟨a, b, rfl, ha, hb⟩ := hψ
  -- the residual vector, resolved into the two levels
  have hres : H (a • g + b • e) - ((E + D * x : ℝ) : ℂ) • (a • g + b • e)
      = (a * ((-(D * x) : ℝ) : ℂ)) • g + (b * ((D * (1 - x) : ℝ) : ℂ)) • e := by
    rw [map_add, map_smul, map_smul, h.eig_g, h.eig_e]
    push_cast
    module
  have hnorm : ∀ p q : ℂ, ‖p • g + q • e‖ ^ 2 = ‖p‖ ^ 2 + ‖q‖ ^ 2 := by
    intro p q
    have hc : (‖p‖ : ℂ) ^ 2 + (‖q‖ : ℂ) ^ 2 = ((‖p‖ ^ 2 + ‖q‖ ^ 2 : ℝ) : ℂ) := by simp
    rw [← inner_self_eq_norm_sq (𝕜 := ℂ), inner_superposition h, Complex.conj_mul',
      Complex.conj_mul', hc]
    exact Complex.ofReal_re _
  rw [variance, hE, hres, hnorm, norm_mul, norm_mul, Complex.norm_real, Complex.norm_real,
    mul_pow, mul_pow, Real.norm_eq_abs, Real.norm_eq_abs, sq_abs, sq_abs, ha, hb]
  ring

/-- For a nonzero gap and weights with `x ≠ y` and `x + y ≠ 1`, exactly one line passes through
the two (variance, energy) points; its intercept and slope are given explicitly. -/
theorem isFitLine_iff (h : LevelPair H g e E D) (hψ : IsMixture g e x ψ)
    (hφ : IsMixture g e y φ) (hD : D ≠ 0) (hxy : x ≠ y) (hs : x + y ≠ 1) :
    IsFitLine H ψ φ c m ↔
      c = E - D * x * y / (1 - x - y) ∧ m = 1 / (D * (1 - x - y)) := by
  have hs' : 1 - x - y ≠ 0 := fun h0 => hs (by linarith)
  rw [IsFitLine, energy_mixture h hψ, energy_mixture h hφ, variance_mixture h hψ,
    variance_mixture h hφ]
  constructor
  · rintro ⟨h1, h2⟩
    -- subtracting the two point equations fixes the slope
    have hm : m * (D * (1 - x - y)) = 1 := by
      apply mul_left_cancel₀ (mul_ne_zero hD (sub_ne_zero.mpr hxy))
      linear_combination h2 - h1
    have hc : (E - c) * (1 - x - y) = D * x * y := by
      linear_combination (1 - x - y) * h1 + D * x * (1 - x) * hm
    have hc' := eq_div_of_mul_eq hs' hc
    exact ⟨by linarith, eq_div_of_mul_eq (mul_ne_zero hD hs') hm⟩
  · rintro ⟨rfl, rfl⟩
    constructor <;> field_simp <;> ring

/-- For `D > 0`, `0 < x < y` and `x + y < 1`, the zero-variance intercept of the line through
the two trial states is `E - D x y / (1 - x - y)`, strictly below the ground energy `E`. -/
theorem intercept_lt_ground (h : LevelPair H g e E D) (hψ : IsMixture g e x ψ)
    (hφ : IsMixture g e y φ) (hD : 0 < D) (hx : 0 < x) (hxy : x < y) (hs : x + y < 1)
    (hl : IsFitLine H ψ φ c m) :
    c = E - D * x * y / (1 - x - y) ∧ c < E := by
  have hc := ((isFitLine_iff h hψ hφ hD.ne' hxy.ne hs.ne).mp hl).1
  have hy : 0 < y := hx.trans hxy
  have hq : 0 < D * x * y / (1 - x - y) := div_pos (by positivity) (by linarith)
  exact ⟨hc, by linarith⟩

/-- For `D > 0`, `0 < x < y` and `x + y < 1`, the extrapolated energy is strictly below the
energy of every normalised state `χ`. -/
theorem intercept_lt_energy (h : LevelPair H g e E D) (hψ : IsMixture g e x ψ)
    (hφ : IsMixture g e y φ) (hD : 0 < D) (hx : 0 < x) (hxy : x < y) (hs : x + y < 1)
    (hl : IsFitLine H ψ φ c m) (χ : V) (hχ : ‖χ‖ = 1) : c < energy H χ :=
  (intercept_lt_ground h hψ hφ hD hx hxy hs hl).2.trans_le (h.ground χ hχ)

/-- For `D > 0`, `0 < x < y` and `x + y > 1`, the extrapolated energy is strictly above the
ground energy. -/
theorem ground_lt_intercept (h : LevelPair H g e E D) (hψ : IsMixture g e x ψ)
    (hφ : IsMixture g e y φ) (hD : 0 < D) (hx : 0 < x) (hxy : x < y) (hs : 1 < x + y)
    (hl : IsFitLine H ψ φ c m) : E < c := by
  have hc := ((isFitLine_iff h hψ hφ hD.ne' hxy.ne hs.ne').mp hl).1
  have hy : 0 < y := hx.trans hxy
  have hq : D * x * y / (1 - x - y) < 0 :=
    div_neg_of_pos_of_neg (by positivity) (by linarith)
  linarith

/-- For `D > 0`, `0 < x < y` and `x + y < 1`, the extrapolated energy is closer to the ground
energy than the energy of the trial state `ψ` of weight `x` exactly when `x + 2 y < 1`. -/
theorem extrapolation_improves_iff (h : LevelPair H g e E D) (hψ : IsMixture g e x ψ)
    (hφ : IsMixture g e y φ) (hD : 0 < D) (hx : 0 < x) (hxy : x < y) (hs : x + y < 1)
    (hl : IsFitLine H ψ φ c m) :
    |c - E| < energy H ψ - E ↔ x + 2 * y < 1 := by
  obtain ⟨hc, hlt⟩ := intercept_lt_ground h hψ hφ hD hx hxy hs hl
  have hs' : 0 < 1 - x - y := by linarith
  have hDx : 0 < D * x := mul_pos hD hx
  have habs : |c - E| = D * x * y / (1 - x - y) := by
    rw [abs_of_neg (by linarith)]
    linarith
  rw [habs, energy_mixture h hψ, div_lt_iff₀ hs']
  constructor
  · intro h1
    have h2 : D * x * y < D * x * (1 - x - y) := by linarith
    have h3 := lt_of_mul_lt_mul_left h2 hDx.le
    linarith
  · intro h1
    have h2 : y < 1 - x - y := by linarith
    have h3 := mul_lt_mul_of_pos_left h2 hDx
    linarith

/-- The diagonal two-level Hamiltonian on `ℂ²` with energies `E` and `E + D`. -/
def twoLevel (E D : ℝ) : EuclideanSpace ℂ (Fin 2) →ₗ[ℂ] EuclideanSpace ℂ (Fin 2) where
  toFun χ := !₂[(E : ℂ) * χ 0, ((E + D : ℝ) : ℂ) * χ 1]
  map_add' χ η := by
    ext i
    fin_cases i <;> simp [mul_add]
  map_smul' r χ := by
    ext i
    fin_cases i <;> simp [mul_left_comm]

/-- For `D ≥ 0` the two basis vectors of `ℂ²` are a ground state and an orthogonal eigenstate
of the two-level Hamiltonian, with energies `E` and `E + D`. -/
theorem levelPair_witness (E D : ℝ) (hD : 0 ≤ D) :
    LevelPair (twoLevel E D) !₂[1, 0] !₂[0, 1] E D where
  norm_g := by simp [EuclideanSpace.norm_eq, Fin.sum_univ_two]
  norm_e := by simp [EuclideanSpace.norm_eq, Fin.sum_univ_two]
  orth := by simp [PiLp.inner_apply, Fin.sum_univ_two]
  eig_g := by
    ext i
    fin_cases i <;> simp [twoLevel]
  eig_e := by
    ext i
    fin_cases i <;> simp [twoLevel]
  ground := by
    intro χ hχ
    have hn := EuclideanSpace.norm_sq_eq χ
    rw [hχ, Fin.sum_univ_two, Complex.sq_norm, Complex.sq_norm, Complex.normSq_apply,
      Complex.normSq_apply] at hn
    -- the energy exceeds `E` by `D` times the weight of the upper level
    have hE : energy (twoLevel E D) χ
        = E * ((χ 0).re * (χ 0).re + (χ 0).im * (χ 0).im
            + ((χ 1).re * (χ 1).re + (χ 1).im * (χ 1).im))
          + D * ((χ 1).re * (χ 1).re + (χ 1).im * (χ 1).im) := by
      simp [energy, twoLevel, PiLp.inner_apply, Fin.sum_univ_two]
      ring
    have hp : 0 ≤ D * ((χ 1).re * (χ 1).re + (χ 1).im * (χ 1).im) :=
      mul_nonneg hD (add_nonneg (mul_self_nonneg _) (mul_self_nonneg _))
    rw [hE, ← hn]
    linarith

end

end VarianceExtrapolation
```

```lean
#print axioms VarianceExtrapolation.intercept_lt_ground
-- 'VarianceExtrapolation.intercept_lt_ground' depends on axioms: [propext, Classical.choice, Quot.sound]
#print axioms VarianceExtrapolation.intercept_lt_energy
-- 'VarianceExtrapolation.intercept_lt_energy' depends on axioms: [propext, Classical.choice, Quot.sound]
#print axioms VarianceExtrapolation.ground_lt_intercept
-- 'VarianceExtrapolation.ground_lt_intercept' depends on axioms: [propext, Classical.choice, Quot.sound]
#print axioms VarianceExtrapolation.extrapolation_improves_iff
-- 'VarianceExtrapolation.extrapolation_improves_iff' depends on axioms: [propext, Classical.choice, Quot.sound]
```

## From inner products to the sign of the error

`inner_superposition` expands the overlap using orthonormality. `energy_mixture` applies it to ψ and Hψ. In `variance_mixture`, `hres` is the residual vector and `hnorm` is Pythagoras' theorem.

`isFitLine_iff` solves for the line. `hm` subtracts the point equations and cancels D(x − y); `hc` then gives (E − c)(1 − x − y) = Dxy. The converse substitutes the explicit values, so the line exists and is unique.

The sign of 1 − x − y then decides `intercept_lt_ground` and, for x + y > 1, `ground_lt_intercept`. `intercept_lt_energy` adds the variational property, placing c below the energy of every normalised state. `extrapolation_improves_iff` clears the denominator and cancels Dx.

Finally, `levelPair_witness` checks `LevelPair` for a diagonal Hamiltonian on ℂ², where the energy of a normalised state exceeds E by D times its upper-level weight.
